# Orbital minimization on scaled eigenstates: minima at amplitude ±1 below η, no lower bound above η

**Q.** Suppose I minimize an orbital energy without enforcing orthonormality, and the energy shift $\eta$ sits below one of the levels. One long trial step, and the energy falls without end. Can a quartic in one variable really capture that?

**A.** It can if it comes from the many-orbital functional. For orbitals $\psi_i$ with overlaps $S_{ij}=\langle\psi_i|\psi_j\rangle$, that is

$$\Omega=\mathrm{Re}\sum_{ij}(2\delta_{ij}-S_{ij})\langle\psi_j|H-\eta|\psi_i\rangle .$$

The factor $2\delta_{ij}-S_{ij}$ replaces the inverse overlap matrix by its first-order expansion about the identity. The shift $\eta$ is a reference energy chosen by the user. In Lean, `H` is a linear map on a complex inner-product space, `ι` is a finite index set, and there is no spin factor.

```lean
import Mathlib

open Filter Topology

namespace OrbitalMinimization

noncomputable section

/-- The orbital minimization functional of finitely many orbitals `ψ i`, which need not be
orthonormal: the real part of `∑ (2 δ_ij - S_ij) ⟨ψ_j | H - η | ψ_i⟩`, with `S` the overlap
matrix. -/
def omFunctional {ι E : Type*} [Fintype ι] [DecidableEq ι] [NormedAddCommGroup E]
    [InnerProductSpace ℂ E] (H : E →ₗ[ℂ] E) (η : ℝ) (ψ : ι → E) : ℝ :=
  (∑ i, ∑ j, ((if i = j then (2 : ℂ) else 0) - inner ℂ (ψ i) (ψ j)) *
    inner ℂ (ψ j) (H (ψ i) - (η : ℂ) • ψ i)).re
```

**Q.** And the quartic?

**A.** Put $\psi_i=a_i\varphi_i$, with real $a_i$ and orthonormal eigenstates $H\varphi_i=e_i\varphi_i$. Here $e_i$ is a level energy, not a charge. Then $S_{ij}=a_i^2\delta_{ij}$ and $\langle\psi_j|H-\eta|\psi_i\rangle=(e_i-\eta)a_i^2\delta_{ij}$. Only $i=j$ survives:

$$\Omega=\sum_i(2-a_i^2)(e_i-\eta)a_i^2=\sum_i g_i(a_i),\qquad g_i(a)=(e_i-\eta)(2a^2-a^4).$$

Lean calls the single term `modeEnergy`.

```lean
/-- The single-mode functional `(e - η)(2a² - a⁴)` of an eigenstate of energy `e` carried with
real amplitude `a`. -/
def modeEnergy (e η a : ℝ) : ℝ := (e - η) * (2 * a ^ 2 - a ^ 4)
```

The proof follows the same route: `hS` gives the diagonal overlaps, `hH` the action of $H-\eta$, and `Finset.sum_eq_single` keeps the diagonal term.

```lean
/-- On orbitals `a i • φ i` built from orthonormal eigenstates `φ i` of `H` with energies `e i`,
the orbital minimization functional is the sum of the single-mode functionals. -/
theorem omFunctional_eigenstates {ι E : Type*} [Fintype ι] [DecidableEq ι]
    [NormedAddCommGroup E] [InnerProductSpace ℂ E] (H : E →ₗ[ℂ] E) (η : ℝ)
    (φ : ι → E) (e : ι → ℝ) (hφ : Orthonormal ℂ φ)
    (he : ∀ i, H (φ i) = (e i : ℂ) • φ i) (a : ι → ℝ) :
    omFunctional H η (fun i => (a i : ℂ) • φ i) = ∑ i, modeEnergy (e i) η (a i) := by
  -- the overlap matrix is diagonal
  have hS : ∀ i j, inner ℂ ((a i : ℂ) • φ i) ((a j : ℂ) • φ j)
      = if i = j then (a i : ℂ) ^ 2 else 0 := by
    intro i j
    rw [inner_smul_left, inner_smul_right, orthonormal_iff_ite.1 hφ i j]
    by_cases h : i = j
    · subst h
      simp only [Complex.conj_ofReal, ↓reduceIte]
      ring
    · simp [h]
  -- the shifted Hamiltonian multiplies each orbital by `e i - η`
  have hH : ∀ i, H ((a i : ℂ) • φ i) - (η : ℂ) • ((a i : ℂ) • φ i)
      = ((e i : ℂ) - (η : ℂ)) • ((a i : ℂ) • φ i) := by
    intro i
    rw [map_smul, he]
    module
  have hterm : ∀ i, ∑ j, ((if i = j then (2 : ℂ) else 0)
      - inner ℂ ((a i : ℂ) • φ i) ((a j : ℂ) • φ j)) *
      inner ℂ ((a j : ℂ) • φ j) (H ((a i : ℂ) • φ i) - (η : ℂ) • ((a i : ℂ) • φ i))
      = ((modeEnergy (e i) η (a i) : ℝ) : ℂ) := by
    intro i
    rw [Finset.sum_eq_single i]
    · rw [hH, hS i i, inner_smul_right, hS i i]
      simp only [↓reduceIte, modeEnergy]
      push_cast
      ring
    · intro j _ hj
      rw [hH, hS i j, inner_smul_right, hS j i, if_neg hj]
      simp
    · intro h
      exact absurd (Finset.mem_univ i) h
  simp only [omFunctional, hterm]
  rw [← Complex.ofReal_sum, Complex.ofReal_re]
```

**Q.** Take one level $e$ below $\eta$, and write $g$ for its term. Why only $\pm1$?

**A.** Complete the square:

$$g(a)-(e-\eta)=(\eta-e)(a^2-1)^2\ge 0 .$$

Since $\eta-e>0$, equality requires $a^2=1$. This identity is `gap` in the proof; factoring $a^2-1$ gives the two signs.

```lean
/-- For a level below `η` the single-mode functional is at least `e - η`, with equality exactly
at the amplitudes `1` and `-1`. -/
theorem modeEnergy_bound {e η : ℝ} (he : e < η) (a : ℝ) :
    e - η ≤ modeEnergy e η a ∧ (modeEnergy e η a = e - η ↔ a = 1 ∨ a = -1) := by
  -- the excess over the minimum is a perfect square
  have gap : modeEnergy e η a - (e - η) = (η - e) * (a ^ 2 - 1) ^ 2 := by
    unfold modeEnergy
    ring
  have hpos : 0 < η - e := sub_pos.2 he
  refine ⟨?_, ?_, ?_⟩
  · have := mul_nonneg hpos.le (sq_nonneg (a ^ 2 - 1))
    linarith
  · intro h
    have h0 : (η - e) * (a ^ 2 - 1) ^ 2 = 0 := by linarith
    have h1 : (a ^ 2 - 1) ^ 2 = 0 := (mul_eq_zero.1 h0).resolve_left hpos.ne'
    have h2 : a ^ 2 - 1 = 0 := (pow_eq_zero_iff two_ne_zero).1 h1
    have h3 : (a - 1) * (a + 1) = 0 := by linear_combination h2
    rcases mul_eq_zero.1 h3 with h | h
    · left; linarith
    · right; linarith
  · rintro (rfl | rfl) <;> unfold modeEnergy <;> ring
```

**Q.** And above $\eta$?

**A.** Write $g(a)=(e-\eta)a^2(2-a^2)$. The prefactor is positive, so $g(a)>g(0)=0$ exactly when $a\ne0$ and $a^2<2$. An empty orbital therefore sits in a well of finite width.

```lean
/-- For a level above `η` the single-mode functional exceeds its value at zero amplitude exactly
for the nonzero amplitudes with `a² < 2`. -/
theorem modeEnergy_barrier {e η : ℝ} (he : η < e) (a : ℝ) :
    modeEnergy e η 0 < modeEnergy e η a ↔ a ≠ 0 ∧ a ^ 2 < 2 := by
  have hpos : 0 < e - η := sub_pos.2 he
  have h0 : modeEnergy e η 0 = 0 := by simp [modeEnergy]
  have ha : modeEnergy e η a = (e - η) * a ^ 2 * (2 - a ^ 2) := by
    unfold modeEnergy
    ring
  constructor
  · intro h
    refine ⟨fun hz => ?_, ?_⟩
    · rw [hz] at h
      exact lt_irrefl _ h
    · by_contra hc
      have := mul_nonneg (mul_nonneg hpos.le (sq_nonneg a)) (sub_nonneg.2 (not_lt.1 hc))
      rw [h0, ha] at h
      linarith
  · rintro ⟨hz, h2⟩
    rw [h0, ha]
    exact mul_pos (mul_pos hpos (pow_pos (abs_pos.2 hz) 2 |>.trans_eq (sq_abs a)))
      (sub_pos.2 h2)
```

Beyond it, set $a^2=2+s$ with $s>0$, so that $g(a)=-(e-\eta)s(2+s)$. Given any bound $M$, choose $s=(|M|+1)/(e-\eta)$. Then $g(a)=-(2+s)(|M|+1)<-|M|\le M$. The proof makes this same choice.

```lean
/-- For a level above `η` the single-mode functional takes values below any bound `M`. -/
theorem modeEnergy_unbounded {e η : ℝ} (he : η < e) (M : ℝ) :
    ∃ a, modeEnergy e η a < M := by
  have hpos : 0 < e - η := sub_pos.2 he
  have hne : e - η ≠ 0 := hpos.ne'
  obtain ⟨s, hs0, hs⟩ : ∃ s : ℝ, 0 < s ∧ (e - η) * s = |M| + 1 :=
    ⟨(|M| + 1) / (e - η), div_pos (by positivity) hpos, by field_simp⟩
  -- the barrier ends at a² = 2; go past that point by the amount s
  obtain ⟨a, ha⟩ : ∃ a : ℝ, a ^ 2 = 2 + s :=
    ⟨Real.sqrt (2 + s), Real.sq_sqrt (by linarith)⟩
  have h4 : a ^ 4 = (2 + s) ^ 2 := by
    rw [← ha]
    ring
  have hg : modeEnergy e η a = -(2 + s) * (|M| + 1) := by
    rw [modeEnergy, h4, ha]
    linear_combination (-(2 + s)) * hs
  refine ⟨a, ?_⟩
  rw [hg]
  nlinarith [neg_abs_le M, abs_nonneg M, mul_nonneg hs0.le (abs_nonneg M)]
```

**Q.** How does Lean say "strict local minimizer"?

**A.** `∀ᶠ a in 𝓝[≠] (0 : ℝ)` means "for all $a$ close enough to zero, but not zero". The proof gets $a^2<2$ near zero from continuity and then applies the barrier lemma. "Unbounded below" reads: for every `M` some `a` gives a value under `M`. The first half of the theorem below is for $e<\eta$: there $a$ is a global minimizer if and only if it is $1$ or $-1$. The second half is for $e>\eta$. At $e=\eta$ the function vanishes identically, and neither half applies.

```lean
/-- For a level below `η` the global minimizers of the single-mode functional are exactly the
amplitudes `1` and `-1`. For a level above `η` zero amplitude is a strict local minimizer, but
the functional is unbounded below. -/
theorem modeEnergy_landscape (e η : ℝ) :
    (e < η → ∀ a, (∀ b, modeEnergy e η a ≤ modeEnergy e η b) ↔ a = 1 ∨ a = -1) ∧
    (η < e → (∀ᶠ a in 𝓝[≠] (0 : ℝ), modeEnergy e η 0 < modeEnergy e η a) ∧
      ∀ M, ∃ a, modeEnergy e η a < M) := by
  refine ⟨fun he a => ⟨fun h => ?_, fun h b => ?_⟩, fun he => ⟨?_, modeEnergy_unbounded he⟩⟩
  · have h1 := (modeEnergy_bound he 1).2.2 (Or.inl rfl)
    exact (modeEnergy_bound he a).2.1
      (le_antisymm ((h 1).trans_eq h1) (modeEnergy_bound he a).1)
  · rw [(modeEnergy_bound he a).2.2 h]
    exact (modeEnergy_bound he b).1
  · have hc : ContinuousAt (fun a : ℝ => a ^ 2) 0 := by fun_prop
    have h2 : ∀ᶠ a in 𝓝 (0 : ℝ), a ^ 2 < 2 :=
      hc.eventually_lt continuousAt_const (by norm_num)
    rw [eventually_nhdsWithin_iff]
    filter_upwards [h2] with a ha hz
    exact (modeEnergy_barrier he a).2 ⟨hz, ha⟩
```

**Q.** I run many orbitals, not one.

**A.** If every $e_i<\eta$, the sum is at least $\sum_i(e_i-\eta)$. Equality of the sums forces equality in each term, so the minimizing amplitudes are exactly the sign choices. If some $e_k>\eta$, hold the other amplitudes fixed and vary $a_k$ alone, which is what `Function.update a k t` does. The fixed terms only shift the bound that $g_k$ has to pass.

```lean
section ManyOrbitals

variable {ι E : Type*} [Fintype ι] [DecidableEq ι] [NormedAddCommGroup E]
  [InnerProductSpace ℂ E]

/-- Let the orbitals be real multiples of orthonormal eigenstates whose energies all lie below
`η`. Among all such amplitudes, the functional is minimal exactly when each one is `1` or `-1`. -/
theorem omFunctional_minimizers (H : E →ₗ[ℂ] E) (η : ℝ) (φ : ι → E) (e : ι → ℝ)
    (hφ : Orthonormal ℂ φ) (he : ∀ i, H (φ i) = (e i : ℂ) • φ i) (hη : ∀ i, e i < η)
    (a : ι → ℝ) :
    (∀ b : ι → ℝ, omFunctional H η (fun i => (a i : ℂ) • φ i)
      ≤ omFunctional H η (fun i => (b i : ℂ) • φ i)) ↔ ∀ i, a i = 1 ∨ a i = -1 := by
  simp only [omFunctional_eigenstates H η φ e hφ he]
  constructor
  · intro h
    have h1 : ∑ i, modeEnergy (e i) η (a i) ≤ ∑ i, (e i - η) :=
      (h (fun _ => 1)).trans_eq
        (Finset.sum_congr rfl fun i _ => (modeEnergy_bound (hη i) 1).2.2 (Or.inl rfl))
    have hle : ∀ i ∈ Finset.univ, e i - η ≤ modeEnergy (e i) η (a i) :=
      fun i _ => (modeEnergy_bound (hη i) (a i)).1
    -- equal sums of ordered terms force equality term by term
    have heq := (Finset.sum_eq_sum_iff_of_le hle).1 (le_antisymm (Finset.sum_le_sum hle) h1)
    exact fun i => (modeEnergy_bound (hη i) (a i)).2.1 (heq i (Finset.mem_univ i)).symm
  · intro h b
    refine Finset.sum_le_sum fun i _ => ?_
    rw [(modeEnergy_bound (hη i) (a i)).2.2 (h i)]
    exact (modeEnergy_bound (hη i) (b i)).1

/-- Let the orbitals be real multiples of orthonormal eigenstates, one of which has energy above
`η`. Changing the amplitude of that one alone brings the functional below any bound `M`. -/
theorem omFunctional_runaway (H : E →ₗ[ℂ] E) (η : ℝ) (φ : ι → E) (e : ι → ℝ)
    (hφ : Orthonormal ℂ φ) (he : ∀ i, H (φ i) = (e i : ℂ) • φ i) (k : ι) (hk : η < e k)
    (a : ι → ℝ) (M : ℝ) :
    ∃ t : ℝ, omFunctional H η (fun i => (Function.update a k t i : ℂ) • φ i) < M := by
  obtain ⟨t, ht⟩ := modeEnergy_unbounded hk
    (M - ∑ i ∈ Finset.univ.erase k, modeEnergy (e i) η (a i))
  refine ⟨t, ?_⟩
  have hrest : ∑ i ∈ Finset.univ.erase k, modeEnergy (e i) η (Function.update a k t i)
      = ∑ i ∈ Finset.univ.erase k, modeEnergy (e i) η (a i) :=
    Finset.sum_congr rfl fun i hi => by
      rw [Function.update_of_ne (Finset.ne_of_mem_erase hi)]
  rw [omFunctional_eigenstates H η φ e hφ he,
    ← Finset.add_sum_erase _ _ (Finset.mem_univ k), hrest, Function.update_self]
  linarith

end ManyOrbitals
```

**Q.** But my orbitals aren't multiples of eigenstates.

**A.** That is the step the hypotheses leave open for the minimizers: a real search also mixes eigenstates, and often confines orbitals to regions. The runaway does carry over to an unconstrained search, because the scaled eigenstates are among its trial orbitals. So for a fixed, non-interacting $H$, the functional can be bounded below only if no eigenstate that the orbitals can reach at every amplitude has its level above $\eta$. A search without that bound can still settle in a local minimum if its steps stay short enough.

**Q.** Give me numbers.

**A.** Take levels $-1$ and $1$, with $\eta=0$. Amplitudes $(1,0)$ give $\Omega=-1$. Raising the second to $1$ costs energy: $\Omega=-1+1=0$. At $2$ it has run away: $\Omega=-1+(8-16)=-9$. With $\eta=2$ both levels lie below the shift, and amplitudes $(\pm1,\pm1)$ give the minimum $-3-1=-4$ over real amplitudes.

The Hamiltonian of this example is `twoLevel`, and a componentwise check confirms that its basis vectors are orthonormal eigenstates with these energies.

```lean
/-- The two-level Hamiltonian that multiplies the first component by `-1` and the second
by `1`. -/
def twoLevel : EuclideanSpace ℂ (Fin 2) →ₗ[ℂ] EuclideanSpace ℂ (Fin 2) where
  toFun v := !₂[-v 0, v 1]
  map_add' v w := by
    ext i
    fin_cases i <;> simp [add_comm]
  map_smul' c v := by
    ext i
    fin_cases i <;> simp

/-- The two standard basis vectors are orthonormal eigenstates of the two-level Hamiltonian with
energies `-1` and `1`. -/
theorem eigenstates_witness :
    Orthonormal ℂ (fun i : Fin 2 => EuclideanSpace.single i (1 : ℂ)) ∧
    ∀ i : Fin 2, twoLevel (EuclideanSpace.single i (1 : ℂ))
      = (((![-1, 1] : Fin 2 → ℝ) i : ℝ) : ℂ) • EuclideanSpace.single i (1 : ℂ) := by
  constructor
  · rw [orthonormal_iff_ite]
    intro i j
    fin_cases i <;> fin_cases j <;> simp [EuclideanSpace.inner_single_left]
  · intro i
    ext j
    fin_cases i <;> fin_cases j <;> simp [twoLevel]

end

end OrbitalMinimization
```

```lean
#print axioms OrbitalMinimization.modeEnergy_landscape
-- 'OrbitalMinimization.modeEnergy_landscape' depends on axioms: [propext, Classical.choice, Quot.sound]
#print axioms OrbitalMinimization.omFunctional_minimizers
-- 'OrbitalMinimization.omFunctional_minimizers' depends on axioms: [propext, Classical.choice, Quot.sound]
#print axioms OrbitalMinimization.omFunctional_runaway
-- 'OrbitalMinimization.omFunctional_runaway' depends on axioms: [propext, Classical.choice, Quot.sound]
```
